# Edge density and the sign of Im k for Siegert states with Re k ≠ 0

A particle moves on the half-line $x\ge 0$ with a hard wall at the origin and a real potential $V$ that acts only on $[0,a]$. In units with $\hbar=2m=1$, a **Siegert state** with complex wave number $k$ is a solution on $[0,a]$ of
$$\psi''=(V-k^2)\psi,\qquad \psi(0)=0,\qquad \psi'(a)=ik\,\psi(a).$$
The last condition says that $\psi$ joins smoothly to a pure exterior wave $e^{ikx}$, with no $e^{-ikx}$ component. The same equations describe the reduced radial function of an s-wave.

In Lean, `IsSiegertState V a k ψ ψ'` collects these conditions. The symbol `ψ'` names a second function, which the field `slope` identifies as the derivative of `ψ`. Derivatives are taken within `Icc 0 a`, the closed interval, so they are one-sided at its ends. The potential is real by its type `ℝ → ℝ`, and `I` is the imaginary unit. The field name `outgoing` fits $\mathrm{Re}\,k>0$; for $\mathrm{Re}\,k<0$ the same condition describes an incoming flux. States need not be normalised, and the zero function is allowed.

The structure knows only the interval. That $V$ vanishes beyond $a$, so that the exterior wave really is $e^{ikx}$, is the physical input that links it to a scattering problem.

```lean
import Mathlib

open Set
open Complex (I)
open scoped ComplexConjugate

noncomputable section

namespace SiegertStates

/-- A Siegert state with wave number `k` on `[0,a]`: `ψ` has slope `ψ'`, solves `ψ'' = (V - k²) ψ`
with real `V`, vanishes at the origin and satisfies `ψ' = i k ψ` at `a`. -/
structure IsSiegertState (V : ℝ → ℝ) (a : ℝ) (k : ℂ) (ψ ψ' : ℝ → ℂ) : Prop where
  slope : ∀ x ∈ Icc 0 a, HasDerivWithinAt ψ (ψ' x) (Icc 0 a) x
  schrodinger : ∀ x ∈ Icc 0 a,
    HasDerivWithinAt ψ' (((V x : ℂ) - k ^ 2) * ψ x) (Icc 0 a) x
  origin : ψ 0 = 0
  outgoing : ψ' a = I * k * ψ a
```

## (a) Orthogonality with a surface term

Let $\psi_1,\psi_2$ be Siegert states of the same potential with $k_1\neq k_2$, and let $a\ge 0$. Show that
$$(k_1+k_2)\int_0^a\psi_1\psi_2\,dx+i\,\psi_1(a)\psi_2(a)=0.$$

Take the Wronskian $W=\psi_1\psi_2'-\psi_1'\psi_2$. The products $\psi_1'\psi_2'$ cancel in its derivative, and so does the potential:
$$W'=\psi_1(V-k_2^2)\psi_2-(V-k_1^2)\psi_1\psi_2=(k_1^2-k_2^2)\psi_1\psi_2.$$
The boundary conditions give $W(0)=0$ and $W(a)=i(k_2-k_1)\psi_1(a)\psi_2(a)$. Integration therefore yields
$$(k_1^2-k_2^2)\int_0^a\psi_1\psi_2\,dx=-i(k_1-k_2)\psi_1(a)\psi_2(a),$$
and division by $k_1-k_2\neq0$ gives the relation. Neither factor is complex conjugated.

In the Lean proof, `key` is the integrated Wronskian identity and `mul_left_cancel₀` performs the division. Continuity of $V$ is not a separate hypothesis here. The structure does, however, require $\psi''=(V-k^2)\psi$ at every point, which excludes a jump of $V$ inside the interval wherever $\psi\neq0$. Potentials with such steps are not covered.

```lean
variable {V : ℝ → ℝ} {a : ℝ} {k k₁ k₂ : ℂ} {ψ ψ' ψ₁ ψ₁' ψ₂ ψ₂' : ℝ → ℂ}

/-- For `0 ≤ a`, two Siegert states of the same potential with wave numbers `k₁ ≠ k₂` satisfy
`(k₁ + k₂) ∫ ψ₁ ψ₂ + i ψ₁(a) ψ₂(a) = 0`, with the integral taken over `[0,a]`. -/
theorem orthogonality (ha : 0 ≤ a) (h₁ : IsSiegertState V a k₁ ψ₁ ψ₁')
    (h₂ : IsSiegertState V a k₂ ψ₂ ψ₂') (hk : k₁ ≠ k₂) :
    (k₁ + k₂) * (∫ x in (0 : ℝ)..a, ψ₁ x * ψ₂ x) + I * (ψ₁ a * ψ₂ a) = 0 := by
  have c₁ : ContinuousOn ψ₁ (Icc 0 a) := fun x hx => (h₁.slope x hx).continuousWithinAt
  have c₂ : ContinuousOn ψ₂ (Icc 0 a) := fun x hx => (h₂.slope x hx).continuousWithinAt
  have d₁ : ContinuousOn ψ₁' (Icc 0 a) :=
    fun x hx => (h₁.schrodinger x hx).continuousWithinAt
  have d₂ : ContinuousOn ψ₂' (Icc 0 a) :=
    fun x hx => (h₂.schrodinger x hx).continuousWithinAt
  -- the potential cancels in the derivative of the Wronskian
  have key := intervalIntegral.integral_eq_sub_of_hasDerivAt_of_le ha
    (f := fun x => ψ₁ x * ψ₂' x - ψ₁' x * ψ₂ x)
    (f' := fun x => (k₁ ^ 2 - k₂ ^ 2) * (ψ₁ x * ψ₂ x))
    ((c₁.mul d₂).sub (d₁.mul c₂))
    (fun x hx => by
      have hm := Icc_mem_nhds hx.1 hx.2
      have hx' := Ioo_subset_Icc_self hx
      exact ((((h₁.slope x hx').hasDerivAt hm).fun_mul
        ((h₂.schrodinger x hx').hasDerivAt hm)).fun_sub
        (((h₁.schrodinger x hx').hasDerivAt hm).fun_mul
        ((h₂.slope x hx').hasDerivAt hm))).congr_deriv (by ring))
    (ContinuousOn.intervalIntegrable (by
      rw [uIcc_of_le ha]
      exact continuousOn_const.mul (c₁.mul c₂)))
  rw [intervalIntegral.integral_const_mul] at key
  simp only [h₁.origin, h₂.origin, h₁.outgoing, h₂.outgoing] at key
  apply mul_left_cancel₀ (sub_ne_zero.2 hk)
  linear_combination key
```

## (b) The mirror state

Show that if $\psi$ is a Siegert state at $k$, then $\psi^*$ is one for the same potential at $-k^*$, so that
$$(\psi^*)'(a)=i(-k^*)\,\psi^*(a).$$

Because $V$ is real, conjugating the Schrödinger equation gives
$$(\psi^*)''=(V-(k^*)^2)\psi^*=(V-(-k^*)^2)\psi^*.$$
The condition at the origin is unchanged. At the edge, $(ik\psi(a))^*=-ik^*\psi^*(a)$, which is the required form.

Lean checks the four fields of the structure in turn; `Complex.conj_ofReal` is where the reality of $V$ enters.

```lean
/-- Complex conjugation turns a Siegert state with wave number `k` into one with
wave number `-k*`. -/
theorem IsSiegertState.mirror (h : IsSiegertState V a k ψ ψ') :
    IsSiegertState V a (-conj k) (fun x => conj (ψ x)) (fun x => conj (ψ' x)) where
  slope x hx := (h.slope x hx).star
  schrodinger x hx := (h.schrodinger x hx).star.congr_deriv (by
    change starRingEnd ℂ _ = _
    simp only [map_mul, map_sub, map_pow, Complex.conj_ofReal, neg_sq])
  origin := by simp [h.origin]
  outgoing := by
    simp only [h.outgoing, map_mul, Complex.conj_I]
    ring
```

## (c) The density at the edge

Let $\mathrm{Re}\,k\neq0$ and $a\ge0$. Show that
$$|\psi(a)|^2=-2\,\mathrm{Im}\,k\int_0^a|\psi|^2\,dx.$$

Apply (a) to $\psi$ and its mirror state, with $k_1=k$ and $k_2=-k^*$. These differ because $k_1-k_2=k+k^*=2\,\mathrm{Re}\,k\neq0$. Their sum is $k-k^*=2i\,\mathrm{Im}\,k$, and $\psi\psi^*=|\psi|^2$, so
$$2i\,\mathrm{Im}\,k\int_0^a|\psi|^2\,dx+i|\psi(a)|^2=0.$$
Dividing by $i$ gives the result. For a state normalised to $\int_0^a|\psi|^2dx=1$, the edge density is simply $-2\,\mathrm{Im}\,k$.

Multiplied by $2\,\mathrm{Re}\,k$, the identity balances the flux $2\,\mathrm{Re}\,k\,|\psi(a)|^2$ through the edge against the loss of probability inside, at the rate $-2\,\mathrm{Im}(k^2)$ set by the time factor $e^{-ik^2t}$.

In Lean, `hne` shows that the two wave numbers differ, and `o` is the orthogonality relation. Its imaginary part is the claimed identity.

```lean
/-- For `0 ≤ a` and a Siegert state with `Re k ≠ 0`, the density at `a` equals `-2 Im k` times the
integral of the density over `[0,a]`. -/
theorem edge_density (ha : 0 ≤ a) (h : IsSiegertState V a k ψ ψ') (hk : k.re ≠ 0) :
    ‖ψ a‖ ^ 2 = -2 * k.im * ∫ x in (0 : ℝ)..a, ‖ψ x‖ ^ 2 := by
  have hne : k ≠ -conj k := by
    intro e
    have e' := congrArg Complex.re e
    simp only [Complex.neg_re, Complex.conj_re] at e'
    exact hk (by linarith)
  -- orthogonality of the state and its mirror image
  have o := orthogonality ha h h.mirror hne
  simp only [Complex.mul_conj, Complex.normSq_eq_norm_sq,
    intervalIntegral.integral_ofReal] at o
  generalize (∫ x in (0 : ℝ)..a, ‖ψ x‖ ^ 2) = N at o ⊢
  generalize ‖ψ a‖ ^ 2 = P at o ⊢
  have im := congrArg Complex.im o
  simp only [Complex.add_im, Complex.mul_im, Complex.neg_im, Complex.conj_im,
    Complex.ofReal_re, Complex.ofReal_im, Complex.I_re, Complex.I_im, Complex.zero_im] at im
  linear_combination im
```

## (d) Vanishing at the edge

Let $V$ be continuous on $[0,a]$. Show that
$$\psi(a)=0\quad\Longrightarrow\quad\psi(x)=0\ \text{ for all }x\in[0,a].$$

The edge condition gives $\psi'(a)=0$ as well. Continuity on a compact interval provides a bound $M\ge|V-k^2|$. Put $F=|\psi|^2+|\psi'|^2$. Then
$$F'=2\,\mathrm{Re}(\psi^*\psi')+2\,\mathrm{Re}\big(\psi'^*(V-k^2)\psi\big)\ge-2(1+M)|\psi||\psi'|\ge-(1+M)F,$$
where the last step uses $2|\psi||\psi'|\le F$. Hence $G=e^{(1+M)x}F$ has $G'\ge0$ and does not decrease. Since $G\ge0$ and $G(a)=0$, it vanishes throughout the interval, and so does $\psi$.

The Lean proof follows this estimate: `hE` computes $G'$, with `inner ℝ` standing for $\mathrm{Re}(z^*w)$, and `mono` states that $G$ is nondecreasing. The inequalities `i₁` to `i₄` are the Cauchy–Schwarz bounds, the bound by $M$ and the square $(|\psi|-|\psi'|)^2\ge0$.

```lean
/-- In a continuous potential, a Siegert state that vanishes at the edge `a` vanishes on
all of `[0,a]`. -/
theorem eq_zero_of_edge (hV : ContinuousOn V (Icc 0 a)) (h : IsSiegertState V a k ψ ψ')
    (h0 : ψ a = 0) : ∀ x ∈ Icc 0 a, ψ x = 0 := by
  have hc : ContinuousOn (fun x => (V x : ℂ) - k ^ 2) (Icc 0 a) :=
    (Complex.continuous_ofReal.comp_continuousOn hV).sub continuousOn_const
  obtain ⟨M, hM⟩ := isCompact_Icc.exists_bound_of_continuousOn hc
  have c : ContinuousOn ψ (Icc 0 a) := fun x hx => (h.slope x hx).continuousWithinAt
  have d : ContinuousOn ψ' (Icc 0 a) := fun x hx => (h.schrodinger x hx).continuousWithinAt
  have hE : ∀ x ∈ Ioo 0 a, HasDerivAt
      (fun y => Real.exp ((1 + M) * y) * (‖ψ y‖ ^ 2 + ‖ψ' y‖ ^ 2))
      (Real.exp ((1 + M) * x) * ((1 + M) * (‖ψ x‖ ^ 2 + ‖ψ' x‖ ^ 2)
        + 2 * inner ℝ (ψ x) (ψ' x)
        + 2 * inner ℝ (ψ' x) (((V x : ℂ) - k ^ 2) * ψ x))) x := by
    intro x hx
    have hm := Icc_mem_nhds hx.1 hx.2
    have hx' := Ioo_subset_Icc_self hx
    have e := ((hasDerivAt_id' x).const_mul (1 + M)).exp
    exact (e.fun_mul (((h.slope x hx').hasDerivAt hm).norm_sq.fun_add
      ((h.schrodinger x hx').hasDerivAt hm).norm_sq)).congr_deriv (by ring)
  -- the weighted sum of squares cannot decrease towards the edge
  have mono : MonotoneOn
      (fun y => Real.exp ((1 + M) * y) * (‖ψ y‖ ^ 2 + ‖ψ' y‖ ^ 2)) (Icc 0 a) := by
    apply monotoneOn_of_deriv_nonneg (convex_Icc 0 a)
    · exact (Continuous.continuousOn (by fun_prop)).mul ((c.norm.pow 2).add (d.norm.pow 2))
    · rw [interior_Icc]
      exact fun x hx => (hE x hx).differentiableAt.differentiableWithinAt
    · rw [interior_Icc]
      intro x hx
      rw [(hE x hx).deriv]
      apply mul_nonneg (Real.exp_pos _).le
      have b := hM x (Ioo_subset_Icc_self hx)
      have hM0 : 0 ≤ M := (norm_nonneg _).trans b
      have i₁ := (abs_le.1 (abs_real_inner_le_norm (ψ x) (ψ' x))).1
      have i₂ := (abs_le.1 (abs_real_inner_le_norm (ψ' x)
        (((V x : ℂ) - k ^ 2) * ψ x))).1
      rw [norm_mul] at i₂
      have i₃ := mul_le_mul_of_nonneg_right b
        (mul_nonneg (norm_nonneg (ψ x)) (norm_nonneg (ψ' x)))
      have i₄ := mul_nonneg (by linarith : 0 ≤ 1 + M) (sq_nonneg (‖ψ x‖ - ‖ψ' x‖))
      linarith
  intro x hx
  by_contra hne
  have le := mono hx (right_mem_Icc.2 (hx.1.trans hx.2)) hx.2
  simp only [h.outgoing, h0, mul_zero, norm_zero, ne_eq, OfNat.ofNat_ne_zero,
    not_false_eq_true, zero_pow, add_zero] at le
  have pos := mul_pos (Real.exp_pos ((1 + M) * x))
    (add_pos_of_pos_of_nonneg (pow_pos (norm_pos_iff.2 hne) 2) (sq_nonneg ‖ψ' x‖))
  linarith
```

## (e) The sign of the imaginary part

Let $V$ be continuous on $[0,a]$ and $\mathrm{Re}\,k\neq0$, and let $\psi$ be nonzero at some point of $[0,a]$. Show that
$$\mathrm{Im}\,k<0.$$

By (d), $\psi(a)\neq0$, so the left side of the identity in (c) is positive. The integral on its right side is nonnegative. If $\mathrm{Im}\,k\ge0$, the right side would be at most zero, a contradiction. The Lean proof takes the same steps, with `edge` for $\psi(a)\neq0$ and `hN` for the sign of the integral.

For a particle on the half-line, or an s-wave, with a real potential that is continuous on $[0,a]$ and zero beyond, this places resonance poles in the lower half of the $k$-plane. A computed root with $\mathrm{Re}\,k$ clearly different from zero and $\mathrm{Im}\,k$ clearly positive then points to an error in the calculation, for instance in the discretisation or the boundary condition.

```lean
/-- In a continuous potential, a Siegert state with `Re k ≠ 0` that is nonzero somewhere on
`[0,a]` has `Im k < 0`. -/
theorem im_neg (hV : ContinuousOn V (Icc 0 a)) (h : IsSiegertState V a k ψ ψ')
    (hk : k.re ≠ 0) {x : ℝ} (hx : x ∈ Icc 0 a) (hψ : ψ x ≠ 0) : k.im < 0 := by
  have ha : 0 ≤ a := hx.1.trans hx.2
  have edge : ψ a ≠ 0 := fun h0 => hψ (eq_zero_of_edge hV h h0 x hx)
  have pos := pow_pos (norm_pos_iff.2 edge) 2
  rw [edge_density ha h hk] at pos
  have hN : 0 ≤ ∫ x in (0 : ℝ)..a, ‖ψ x‖ ^ 2 :=
    intervalIntegral.integral_nonneg ha (fun x _ => sq_nonneg _)
  by_contra hi
  have := mul_nonneg (not_lt.1 hi) hN
  linarith
```

## (f) A resonance in closed form

On $[0,1]$, let
$$A=\frac{4x}{4-x^3},\qquad \theta=\frac{2x^2}{3}-\frac{x^5}{15},\qquad \psi=Ae^{i\theta},$$
and take the real potential

```lean
/-- An explicit real potential, used on `[0,1]`; the formula requires `x³ ≠ 4`. -/
def resPotential (x : ℝ) : ℝ :=
  6 * x * (8 + x ^ 3) / (4 - x ^ 3) ^ 2 - x ^ 2 * (4 - x ^ 3) ^ 2 / 9 - 3
```

The phase factor $e^{i\theta}$, the wave function and its slope are

```lean
/-- The phase factor of the explicit resonance. -/
def resPhase (x : ℝ) : ℂ := Complex.exp (I * (2 * (x : ℂ) ^ 2 / 3 - (x : ℂ) ^ 5 / 15))

/-- The wave function of the explicit resonance, used on `[0,1]`; it requires `x³ ≠ 4`. -/
def resWave (x : ℝ) : ℂ := 4 * (x : ℂ) / (4 - (x : ℂ) ^ 3) * resPhase x

/-- The slope of the explicit resonance, used on `[0,1]`; it requires `x³ ≠ 4`. -/
def resSlope (x : ℝ) : ℂ :=
  (8 * (2 + (x : ℂ) ^ 3) / (4 - (x : ℂ) ^ 3) ^ 2 + 4 * I / 3 * (x : ℂ) ^ 2) * resPhase x
```

Show that the potential is continuous on $[0,1]$ and that $\psi$ is a Siegert state there with
$$k=1-2i,\qquad \psi(1)\neq0.$$

The denominators are nonzero because $x^3\le1$, which gives continuity. Differentiation yields
$$\theta'=\frac{x(4-x^3)}{3},\qquad A'=\frac{8(2+x^3)}{(4-x^3)^2},\qquad A''=\frac{6x(8+x^3)}{(4-x^3)^2}\,A.$$
The slope is $(A'+iA\theta')e^{i\theta}$ with $A\theta'=4x^2/3$, and
$$\psi''=\big[A''-A\theta'^2+i(2A'\theta'+A\theta'')\big]e^{i\theta}.$$
With $\theta''=4(1-x^3)/3$, the imaginary part in the bracket is
$$2A'\theta'+A\theta''=\frac{16x(2+x^3)+16x(1-x^3)}{3(4-x^3)}=\frac{16x}{4-x^3}=4A.$$
The real part is $(V+3)A$ by the definition of $V$. Since $k^2=-3-4i$, together they give $\psi''=(V-k^2)\psi$.

At the origin $A=0$. At the edge $A=4/3$, $A'=8/3$ and $\theta'=1$, so $\psi'(1)/\psi(1)=2+i=ik$, and $|\psi(1)|=4/3$. Thus (e) applies to an actual state. Its energy $k^2=-3-4i$ has a negative real part, so the word resonance is used here in the broad sense of a nonzero Siegert state with $\mathrm{Re}\,k>0$ and $\mathrm{Im}\,k<0$, not for a narrow scattering peak.

In Lean, `hP` differentiates the phase factor, and `key` is the Schrödinger equation after that factor has been removed.

```lean
/-- The explicit potential is continuous on `[0,1]` and has there a Siegert state with
`k = 1 - 2i` that does not vanish at the edge. -/
theorem resonance_witness : ContinuousOn resPotential (Icc 0 1) ∧
    IsSiegertState resPotential 1 (1 - 2 * I) resWave resSlope ∧ resWave 1 ≠ 0 := by
  have hpos : ∀ x ∈ Icc (0 : ℝ) 1, 4 - x ^ 3 ≠ 0 := fun x hx => by
    have : x ^ 3 ≤ 1 := pow_le_one₀ hx.1 hx.2
    linarith
  have hne : ∀ x ∈ Icc (0 : ℝ) 1, (4 : ℂ) - (x : ℂ) ^ 3 ≠ 0 := fun x hx => by
    exact_mod_cast hpos x hx
  have h2 (z : ℂ) : HasDerivAt (fun y : ℂ => y ^ 2) (2 * z) z := by
    simpa using hasDerivAt_pow 2 z
  have h3 (z : ℂ) : HasDerivAt (fun y : ℂ => y ^ 3) (3 * z ^ 2) z := by
    simpa using hasDerivAt_pow 3 z
  have h5 (z : ℂ) : HasDerivAt (fun y : ℂ => y ^ 5) (5 * z ^ 4) z := by
    simpa using hasDerivAt_pow 5 z
  have hP (x : ℝ) : HasDerivAt resPhase
      (resPhase x * (I * (4 * (x : ℂ) / 3 - (x : ℂ) ^ 4 / 3))) x :=
    (((((h2 x).const_mul 2).div_const 3).fun_sub
      ((h5 x).div_const 15)).const_mul I).cexp.comp_ofReal.congr_deriv
      (by unfold resPhase; ring)
  refine ⟨fun x hx => ContinuousAt.continuousWithinAt ?_, ⟨?_, ?_, ?_, ?_⟩, ?_⟩
  · have hx2 : (4 - x ^ 3) ^ 2 ≠ 0 := pow_ne_zero 2 (hpos x hx)
    unfold resPotential
    fun_prop (disch := assumption)
  · intro x hx
    have hr := (((hasDerivAt_id' (x : ℂ)).const_mul 4).fun_div
      ((h3 x).const_sub 4) (hne x hx)).comp_ofReal
    exact ((hr.fun_mul (hP x)).congr_deriv (by
      have hx0 := hne x hx
      unfold resSlope
      field_simp
      ring)).hasDerivWithinAt
  · intro x hx
    have hx0 := hne x hx
    have hD : HasDerivAt (fun y : ℂ => (4 - y ^ 3) ^ 2)
        (2 * (4 - (x : ℂ) ^ 3) * (-(3 * (x : ℂ) ^ 2))) x :=
      (((h3 x).const_sub 4).fun_pow 2).congr_deriv (by norm_num)
    have hg : HasDerivAt (fun y : ℂ => 8 * (2 + y ^ 3) / (4 - y ^ 3) ^ 2)
        (24 * (x : ℂ) ^ 2 * (8 + (x : ℂ) ^ 3) / (4 - (x : ℂ) ^ 3) ^ 3) x :=
      ((((h3 x).const_add 2).const_mul 8).fun_div hD (pow_ne_zero 2 hx0)).congr_deriv
        (by field_simp; ring)
    have hs := (hg.fun_add ((h2 x).const_mul (4 * I / 3))).comp_ofReal
    refine ((hs.fun_mul (hP x)).congr_deriv ?_).hasDerivWithinAt
    have hI : (1 - 2 * I) ^ 2 = -3 - 4 * I := by linear_combination 4 * Complex.I_sq
    -- the Schrödinger equation with the phase factor removed
    have key : 24 * (x : ℂ) ^ 2 * (8 + (x : ℂ) ^ 3) / (4 - (x : ℂ) ^ 3) ^ 3
        + 4 * I / 3 * (2 * (x : ℂ))
        + 8 * (2 + (x : ℂ) ^ 3) / (4 - (x : ℂ) ^ 3) ^ 2
          * (I * (4 * (x : ℂ) / 3 - (x : ℂ) ^ 4 / 3))
        - 4 / 3 * (x : ℂ) ^ 2 * (4 * (x : ℂ) / 3 - (x : ℂ) ^ 4 / 3)
        = (6 * (x : ℂ) * (8 + (x : ℂ) ^ 3) / (4 - (x : ℂ) ^ 3) ^ 2
          - (x : ℂ) ^ 2 * (4 - (x : ℂ) ^ 3) ^ 2 / 9 - 3 - (-3 - 4 * I))
          * (4 * (x : ℂ) / (4 - (x : ℂ) ^ 3)) := by
      field_simp
      ring
    unfold resWave resPotential
    push_cast
    linear_combination resPhase x * key
      + resPhase x * (4 / 3 * (x : ℂ) ^ 2 * (4 * (x : ℂ) / 3 - (x : ℂ) ^ 4 / 3))
        * Complex.I_sq
      + resPhase x * (4 * (x : ℂ) / (4 - (x : ℂ) ^ 3)) * hI
  · simp [resWave]
  · unfold resSlope resWave
    rw [Complex.ofReal_one]
    linear_combination 8 / 3 * resPhase 1 * Complex.I_sq
  · unfold resWave
    exact mul_ne_zero (by norm_num) (Complex.exp_ne_zero _)
```

## (g) A bound state on the imaginary axis

For the well $V=-2$ on $[0,3\pi/4]$, show that $\psi=\sin x$ is a Siegert state with
$$k=i.$$

Here $V-k^2=-2+1=-1$, which matches $\psi''=-\sin x$, and $\sin0=0$. At the edge, $\cos(3\pi/4)=-\sin(3\pi/4)$, while $ik=-1$, so the last condition holds too. The exterior wave is $e^{-x}$, as for any bound state at this $k$.

Without the hypothesis $\mathrm{Re}\,k\neq0$, even the weaker conclusion $\mathrm{Im}\,k\le0$ in (e) would therefore fail. In the Lean proof, `e` is the relation between cosine and sine at the edge.

```lean
/-- The well `V = -2` on `[0, 3π/4]` has the Siegert state `sin x` with `k = i`. -/
theorem bound_state_example : IsSiegertState (fun _ => -2) (3 * Real.pi / 4) I
    (fun x => (Real.sin x : ℂ)) (fun x => (Real.cos x : ℂ)) where
  slope x _ := (Real.hasDerivAt_sin x).ofReal_comp.hasDerivWithinAt
  schrodinger x _ := ((Real.hasDerivAt_cos x).ofReal_comp.congr_deriv (by
    rw [Complex.I_sq]
    push_cast
    ring)).hasDerivWithinAt
  origin := by simp
  outgoing := by
    have e : Real.cos (3 * Real.pi / 4) = -Real.sin (3 * Real.pi / 4) := by
      rw [show 3 * Real.pi / 4 = Real.pi - Real.pi / 4 by ring, Real.cos_pi_sub,
        Real.sin_pi_sub, Real.cos_pi_div_four, Real.sin_pi_div_four]
    simp only [e, Complex.I_mul_I, Complex.ofReal_neg, neg_mul, one_mul]

end SiegertStates
```

```lean
#print axioms SiegertStates.edge_density
-- 'SiegertStates.edge_density' depends on axioms: [propext, Classical.choice, Quot.sound]
#print axioms SiegertStates.im_neg
-- 'SiegertStates.im_neg' depends on axioms: [propext, Classical.choice, Quot.sound]
#print axioms SiegertStates.bound_state_example
-- 'SiegertStates.bound_state_example' depends on axioms: [propext, Classical.choice, Quot.sound]
```
